# Screening with constant diagonal parameters shifts the LMTO trace of resolvent times energy derivative by an on-site sum

In LMTO Green-function methods, the trace of the resolvent $(P-S)^{-1}$ times the energy derivative $P'$ enters the density of states. Here $P$ is the matrix of potential functions and $S$ that of structure constants. The value of this trace generally changes under screening. For diagonal potential functions and diagonal screening parameters that don't depend on energy, the screened and unscreened values differ by a sum of single-site terms.

```lean
import Mathlib

open Matrix Topology

namespace LMTOScreening

noncomputable section

variable {n : Type*} [Fintype n] [DecidableEq n]

/-- The screening transformation `X ↦ X (1 - b X)⁻¹` with diagonal screening parameters `b`,
applied alike to potential functions and to structure constants. -/
def screen (b : n → ℂ) (X : Matrix n n ℂ) : Matrix n n ℂ :=
  X * (1 - diagonal b * X)⁻¹

/-- The entrywise energy derivative of an energy-dependent matrix. -/
def energyDeriv (M : ℂ → Matrix n n ℂ) (E : ℂ) : Matrix n n ℂ :=
  Matrix.of fun i j => deriv (fun z => M z i j) E

/-- The difference of two screened matrices, multiplied by the screening factors on both sides,
is the difference of the unscreened ones. -/
theorem screen_sub_screen (b : n → ℂ) (X S : Matrix n n ℂ)
    (hX : IsUnit (1 - diagonal b * X)) (hS : IsUnit (1 - diagonal b * S)) :
    (1 - S * diagonal b) * (screen b X - screen b S) * (1 - diagonal b * X) = X - S := by
  have h1 := nonsing_inv_mul _ ((isUnit_iff_isUnit_det _).1 hX)
  have h2 := mul_nonsing_inv _ ((isUnit_iff_isUnit_det _).1 hS)
  unfold screen
  generalize (1 - diagonal b * X)⁻¹ = U at h1 ⊢
  generalize (1 - diagonal b * S)⁻¹ = V at h2 ⊢
  generalize diagonal b = B at h1 h2 ⊢
  -- push `1 - S b` through `S`, so that both inverses meet their partners
  calc (1 - S * B) * (X * U - S * V) * (1 - B * X)
      = (1 - S * B) * X * (U * (1 - B * X)) - S * ((1 - B * S) * V) * (1 - B * X) := by
        noncomm_ring
    _ = X - S := by
        rw [h1, h2]
        noncomm_ring

/-- The unscreened secular determinant is the screened one multiplied by the determinants of the two
screening factors. -/
theorem det_screened_secular (b : n → ℂ) (X S : Matrix n n ℂ)
    (hX : IsUnit (1 - diagonal b * X)) (hS : IsUnit (1 - diagonal b * S)) :
    (1 - diagonal b * S).det * (screen b X - screen b S).det * (1 - diagonal b * X).det
      = (X - S).det := by
  rw [← screen_sub_screen b X S hX hS, det_mul, det_mul, det_one_sub_mul_comm S (diagonal b)]

/-- The screened resolvent is the unscreened one multiplied by a screening factor on each side. -/
theorem screened_resolvent (b : n → ℂ) (X S : Matrix n n ℂ)
    (hX : IsUnit (1 - diagonal b * X)) (hS : IsUnit (1 - diagonal b * S))
    (hXS : IsUnit (X - S)) :
    (screen b X - screen b S)⁻¹
      = (1 - diagonal b * X) * (X - S)⁻¹ * (1 - S * diagonal b) := by
  have h := screen_sub_screen b X S hX hS
  have hg := mul_nonsing_inv _ ((isUnit_iff_isUnit_det _).1 hXS)
  apply inv_eq_right_inv
  have h1 : (1 - S * diagonal b) *
      ((screen b X - screen b S) * (1 - diagonal b * X) * (X - S)⁻¹) = 1 := by
    rw [← mul_assoc, ← mul_assoc, h, hg]
  -- a one-sided inverse of a square matrix is two-sided
  have h2 := mul_eq_one_comm.1 h1
  simpa only [mul_assoc] using h2

/-- For diagonal potential functions the screening factor is diagonal. -/
theorem one_sub_diagonal (b p : n → ℂ) :
    1 - diagonal b * diagonal p = diagonal (fun i => 1 - b i * p i) := by
  rw [diagonal_mul_diagonal]
  ext i j
  by_cases h : i = j
  · subst h
    simp
  · simp [h]

/-- Diagonal potential functions are screened site by site, `P_i ↦ P_i / (1 - b_i P_i)`. -/
theorem screen_diagonal (b p : n → ℂ) (h : ∀ i, 1 - b i * p i ≠ 0) :
    screen b (diagonal p) = diagonal (fun i => p i / (1 - b i * p i)) := by
  have hinv : (diagonal (fun i => 1 - b i * p i))⁻¹
      = diagonal (fun i => (1 - b i * p i)⁻¹) := by
    apply inv_eq_right_inv
    rw [diagonal_mul_diagonal, ← diagonal_one]
    congr 1
    funext i
    exact mul_inv_cancel₀ (h i)
  unfold screen
  rw [one_sub_diagonal, hinv, diagonal_mul_diagonal]
  simp only [div_eq_mul_inv]

/-- The energy derivative of the screened potential functions is diagonal, with entries
`P_i' / (1 - b_i P_i)²`. -/
theorem energyDeriv_screen (b : n → ℂ) (p : ℂ → n → ℂ) (E : ℂ)
    (hp : ∀ i, DifferentiableAt ℂ (fun z => p z i) E) (h : ∀ i, 1 - b i * p E i ≠ 0) :
    energyDeriv (fun z => screen b (diagonal (p z))) E
      = diagonal (fun i => deriv (fun z => p z i) E / (1 - b i * p E i) ^ 2) := by
  -- the screening factors stay invertible in a neighbourhood of `E`
  have ev : ∀ᶠ z in 𝓝 E, ∀ i, 1 - b i * p z i ≠ 0 := by
    refine Filter.eventually_all.2 fun i => ?_
    have hc : ContinuousAt (fun z => 1 - b i * p z i) E :=
      continuousAt_const.sub (continuousAt_const.mul (hp i).continuousAt)
    exact hc.eventually_ne (h i)
  ext i j
  have e : (fun z => screen b (diagonal (p z)) i j) =ᶠ[𝓝 E]
      fun z => diagonal (fun k => p z k / (1 - b k * p z k)) i j :=
    ev.mono fun z hz => congrFun (congrFun (screen_diagonal b (p z) hz) i) j
  change deriv (fun z => screen b (diagonal (p z)) i j) E = _
  rw [e.deriv_eq]
  by_cases hij : i = j
  · subst hij
    simp only [diagonal_apply_eq]
    have d := (hp i).hasDerivAt
    have d2 : HasDerivAt (fun z => 1 - b i * p z i)
        (-(b i * deriv (fun z => p z i) E)) E := (d.const_mul (b i)).const_sub 1
    rw [(d.fun_div d2 (h i)).deriv]
    congr 1
    ring
  · simp [hij]

/-- Site-resolved screening law: each diagonal element of resolvent times energy derivative
changes under screening by the on-site term `b_i P_i' / (1 - b_i P_i)`. -/
theorem site_resolved_screening (b : n → ℂ) (p : ℂ → n → ℂ) (S : Matrix n n ℂ) (E : ℂ)
    (hp : ∀ i, DifferentiableAt ℂ (fun z => p z i) E)
    (hP : IsUnit (1 - diagonal b * diagonal (p E))) (hS : IsUnit (1 - diagonal b * S))
    (hPS : IsUnit (diagonal (p E) - S)) (i : n) :
    ((screen b (diagonal (p E)) - screen b S)⁻¹
        * energyDeriv (fun z => screen b (diagonal (p z))) E) i i
      = ((diagonal (p E) - S)⁻¹ * energyDeriv (fun z => diagonal (p z)) E) i i
        + b i * deriv (fun z => p z i) E / (1 - b i * p E i) := by
  have h : ∀ k, 1 - b k * p E k ≠ 0 := by
    have h0 := (isUnit_iff_isUnit_det _).1 hP
    rw [one_sub_diagonal, det_diagonal, isUnit_iff_ne_zero, Finset.prod_ne_zero_iff] at h0
    exact fun k => h0 k (Finset.mem_univ k)
  have hd : energyDeriv (fun z => diagonal (p z)) E
      = diagonal (fun k => deriv (fun z => p z k) E) := by
    ext k l
    by_cases hkl : k = l
    · subst hkl
      simp [energyDeriv]
    · simp [energyDeriv, hkl]
  have hg := nonsing_inv_mul _ ((isUnit_iff_isUnit_det _).1 hPS)
  -- split `1 - S b = (1 - P b) + (P - S) b`
  have hsplit : (diagonal (p E) - S)⁻¹ * (1 - S * diagonal b)
      = (diagonal (p E) - S)⁻¹ * diagonal (fun k => 1 - p E k * b k) + diagonal b := by
    have h1 : 1 - S * diagonal b
        = (1 - diagonal (p E) * diagonal b) + (diagonal (p E) - S) * diagonal b := by
      rw [sub_mul]
      abel
    rw [h1, mul_add, ← mul_assoc, hg, one_mul, one_sub_diagonal]
  rw [screened_resolvent b _ S hP hS hPS, energyDeriv_screen b p E hp h, hd,
    mul_assoc (1 - diagonal b * diagonal (p E)) (diagonal (p E) - S)⁻¹ (1 - S * diagonal b),
    hsplit, one_sub_diagonal, mul_diagonal, mul_diagonal, diagonal_mul, Matrix.add_apply,
    mul_diagonal, diagonal_apply_eq, mul_comm (p E i) (b i)]
  have hi := h i
  generalize 1 - b i * p E i = d at hi ⊢
  field_simp

/-- Screening changes the trace of resolvent times energy derivative by the purely on-site sum
of `b_i P_i' / (1 - b_i P_i)`. -/
theorem trace_screening (b : n → ℂ) (p : ℂ → n → ℂ) (S : Matrix n n ℂ) (E : ℂ)
    (hp : ∀ i, DifferentiableAt ℂ (fun z => p z i) E)
    (hP : IsUnit (1 - diagonal b * diagonal (p E))) (hS : IsUnit (1 - diagonal b * S))
    (hPS : IsUnit (diagonal (p E) - S)) :
    trace ((screen b (diagonal (p E)) - screen b S)⁻¹
        * energyDeriv (fun z => screen b (diagonal (p z))) E)
      - trace ((diagonal (p E) - S)⁻¹ * energyDeriv (fun z => diagonal (p z)) E)
      = ∑ i, b i * deriv (fun z => p z i) E / (1 - b i * p E i) := by
  simp only [trace, diag_apply]
  rw [← Finset.sum_sub_distrib]
  refine Finset.sum_congr rfl fun i _ => ?_
  rw [site_resolved_screening b p S E hp hP hS hPS i]
  ring

end

end LMTOScreening
```

```lean
#print axioms LMTOScreening.det_screened_secular
-- 'LMTOScreening.det_screened_secular' depends on axioms: [propext, Classical.choice, Quot.sound]
#print axioms LMTOScreening.site_resolved_screening
-- 'LMTOScreening.site_resolved_screening' depends on axioms: [propext, Classical.choice, Quot.sound]
#print axioms LMTOScreening.trace_screening
-- 'LMTOScreening.trace_screening' depends on axioms: [propext, Classical.choice, Quot.sound]
```

## The identity and its setting

Let $P(E)$ be the diagonal matrix of potential functions $P_i(E)$, $S$ the matrix of structure constants, and $b$ the diagonal matrix of screening parameters $b_i$. The index $i$ runs over a finite set of orbitals, each attached to a site. The screened quantities are

$$P^b = P(1-bP)^{-1},\qquad S^b = S(1-bS)^{-1}.$$

With a prime for the energy derivative, `trace_screening` states

$$\operatorname{tr}\big[(P^b-S^b)^{-1}(P^b)'\big]-\operatorname{tr}\big[(P-S)^{-1}P'\big]=\sum_i\frac{b_iP_i'}{1-b_iP_i}.$$

The structure constants are absent from the right-hand side. `site_resolved_screening` is stronger: the same law holds for each diagonal element separately, so the contribution of an orbital is corrected by its own term alone, and that of a site by the terms of its orbitals.

In Lean, `p z i` is $P_i(z)$ at complex energy $z$, and `diagonal (p E)` is $P(E)$. The function `screen b` serves for both $P$ and $S$, which fixes the sign convention and the order of the factors. `energyDeriv` differentiates a matrix entry by entry, so $(P^b)'$ is the derivative of the screened matrix itself and not a formula put in by definition.

The hypotheses have direct meanings:

- `hp`: each $P_i$ is complex differentiable at $E$.
- `hP`: no $1-b_iP_i(E)$ vanishes, so $E$ avoids the poles that screening would introduce into the potential functions.
- `hS`: $1-bS$ is invertible, so the screened structure constants exist.
- `hPS`: $P(E)-S$ is invertible, so $E$ is not a root of the secular equation.

Neither Hermiticity of $S$ nor reality of $b$ is assumed. For a crystal, the statement applies at a fixed Bloch vector with a finite orbital set. Energy-dependent structure constants are allowed if $S$ is taken at the energy $E$, but the traces then leave out the $S'$ term in the derivative of the secular matrix. The statement does not cover energy-dependent screening parameters or potential functions that couple orbitals, and it does not address whether a choice of $b$ makes $S^b$ short-ranged.

## Derivation

Write $D=1-bP$, with diagonal entries $d_i=1-b_iP_i$, and $G=(P-S)^{-1}$. By definition $P^bD=P$. Since $(1-Sb)S=S(1-bS)$, also $(1-Sb)S^b=S$. Therefore

$$(1-Sb)(P^b-S^b)D=(1-Sb)P-S(1-bP)=P-S,$$

because the two terms $SbP$ cancel. Taking determinants, and using $\det(1-Sb)=\det(1-bS)$, gives

$$\det(1-bS)\,\det(P^b-S^b)\,\det(1-bP)=\det(P-S).$$

All the factors are invertible, so the matrix relation can be inverted:

$$(P^b-S^b)^{-1}=D\,G\,(1-Sb).$$

The diagonal matrices $P$ and $b$ commute, hence $1-Sb=D+(P-S)b$. Multiplication by $G$ from the left turns the second term into $b$, and

$$(P^b-S^b)^{-1}=DGD+Db.$$

Its $i$th diagonal element is $d_i^2G_{ii}+d_ib_i$.

For the derivative, continuity keeps every $d_i$ nonzero near $E$, so there $P^b$ is diagonal with entries $P_i/d_i$. The quotient rule gives

$$\left(\frac{P_i}{1-b_iP_i}\right)'=\frac{P_i'(1-b_iP_i)+P_ib_iP_i'}{(1-b_iP_i)^2}=\frac{P_i'}{d_i^2}.$$

Multiplying the two results,

$$\big[(P^b-S^b)^{-1}(P^b)'\big]_{ii}=G_{ii}P_i'+\frac{b_iP_i'}{d_i}.$$

The first term is the unscreened diagonal element. Summing over $i$ gives the trace identity.

## How the Lean proof follows these steps

`screen_sub_screen` proves the factorisation. It replaces the two inverses by symbols that carry only their defining equations, and `noncomm_ring` then does the algebra without commuting matrices. `det_screened_secular` takes determinants; the trace identity does not use it. `screened_resolvent` inverts the factorisation, using the fact that a one-sided inverse of a square matrix is two-sided.

`one_sub_diagonal` and `screen_diagonal` reduce the screening of $P$ to scalar division. In `energyDeriv_screen`, the statement `ev` records that all $d_i$ stay nonzero in a neighbourhood of $E$. This permits the replacement of the matrix expression by $P_i/d_i$ before differentiation, since equality at the single point $E$ would not be enough.

In `site_resolved_screening`, `hsplit` is the splitting of $1-Sb$ after multiplication by $G$, and `field_simp` cancels the powers of $d_i$. `trace_screening` sums the result over $i$.

## One orbital, and two sites with numbers

For a single orbital with $S=0$ and $P\ne0$, the identity reduces to partial fractions:

$$\frac{P'}{P(1-bP)}=\frac{P'}{P}+\frac{bP'}{1-bP}.$$

For two coupled sites, take $P_1(E)=2+E$ and $P_2(E)=1+E$ at $E=0$, with $b_1=\tfrac14$, $b_2=\tfrac12$ and

$$S=\begin{pmatrix}0&1\\1&0\end{pmatrix},\qquad (P-S)^{-1}=\begin{pmatrix}1&1\\1&2\end{pmatrix}.$$

Both derivatives $P_i'$ are 1, so the unscreened trace is $3$. Both $d_i$ equal $\tfrac12$, so the on-site sum is $\tfrac12+1=\tfrac32$.

Computed directly, the screened matrices are

$$P^b=\begin{pmatrix}4&0\\0&2\end{pmatrix},\qquad S^b=\frac17\begin{pmatrix}4&8\\8&2\end{pmatrix},\qquad (P^b-S^b)^{-1}=\frac18\begin{pmatrix}3&2\\2&6\end{pmatrix}.$$

Since $(P^b)'$ is $4$ times the identity, the diagonal elements of the product are $\tfrac32$ and $3$. They exceed the unscreened values $1$ and $2$ by $\tfrac12$ and $1$, and the screened trace is $\tfrac92=3+\tfrac32$.
